# The purification map built from tᵐ(1−t)ᵐ is strictly increasing on [0,1], particle-hole symmetric and bounded there by a multiple of x^(m+1)

Q: Suppose my trial one-electron density matrix has an eigenvalue 0.1 where an idempotent one would have 0. I apply a purification map repeatedly. If the map reverses the order of eigenvalues, the wrong orbitals may end up filled. If it has a nonzero slope at 0, a small error shrinks at best by a constant factor per step. And a bound near 0 alone tells me nothing about the nearly filled orbitals. You say a family of maps avoids all this. What exactly is the family, and where is the density matrix?

A: There is no matrix in the file. An occupation number is a real number x, which stands for one eigenvalue of the trial matrix. A polynomial in a Hermitian matrix acts on each eigenvalue separately, so the scalar map is where the question is decided. The passage back to matrices is left to that familiar fact.

```lean
import Mathlib

open Set

namespace HigherOrderPurification

noncomputable section
```

For each natural number m, take the weight

w(t) = tᵐ(1−t)ᵐ

and set

B = ∫₀¹ w(t) dt,  p(x) = (1/B) ∫₀ˣ w(t) dt,  K = 1/((m+1)B).

In Lean these are `weight m`, `purifyNorm m`, `purify m` and `gain m`.

```lean
/-- The symmetric weight `t^m (1-t)^m` on occupation numbers. -/
def weight (m : ℕ) (t : ℝ) : ℝ := t ^ m * (1 - t) ^ m

/-- The normalisation `B`, the integral of the weight over `[0,1]`. -/
def purifyNorm (m : ℕ) : ℝ := ∫ t in (0 : ℝ)..1, weight m t

/-- The purification map of index `m`, acting on one occupation number:
the integral of the weight from `0` to `x`, divided by `B`. -/
def purify (m : ℕ) (x : ℝ) : ℝ := (∫ t in (0 : ℝ)..x, weight m t) / purifyNorm m

/-- The constant `1 / ((m+1) B)`. -/
def gain (m : ℕ) : ℝ := 1 / (((m : ℝ) + 1) * purifyNorm m)
```

Q: Does that contain anything I would recognise?

A: For m = 1, B = 1/6 and p(x) = 3x² − 2x³, the McWeeny polynomial. Your 0.1 becomes 0.028. For m = 0 the weight is 1 and p(x) = x, so nothing is purified. The theorems include that case, but their estimates only become useful from m = 1 on.

Q: You divide by B. Who says it isn't zero?

A: That is proved first. The weight is continuous, and for 0 < t < 1 both factors are positive, so its integral over [0,1] is positive. The three lemmas record continuity, the symmetry w(1−t) = w(t) and positivity inside the interval. `purifyNorm_pos` then uses the first and third.

```lean
lemma weight_continuous (m : ℕ) : Continuous (weight m) := by
  show Continuous (fun t : ℝ => t ^ m * (1 - t) ^ m)
  fun_prop

/-- The weight is unchanged when particles and holes are exchanged. -/
lemma weight_symm (m : ℕ) (t : ℝ) : weight m (1 - t) = weight m t := by
  unfold weight
  rw [sub_sub_cancel, mul_comm]

/-- The weight is positive at every fractional occupation. -/
lemma weight_pos (m : ℕ) {t : ℝ} (ht : t ∈ Ioo (0 : ℝ) 1) : 0 < weight m t :=
  mul_pos (pow_pos ht.1 m) (pow_pos (sub_pos.2 ht.2) m)

/-- The normalisation `B` is positive. -/
theorem purifyNorm_pos (m : ℕ) : 0 < purifyNorm m :=
  intervalIntegral.intervalIntegral_pos_of_pos_on
    ((weight_continuous m).intervalIntegrable 0 1)
    (fun _ ht => weight_pos m ht) one_pos
```

Q: Now the ordering. For m ≥ 1 the slope vanishes at both ends, so how can p be strictly increasing on the closed interval?

A: The fundamental theorem of calculus gives

p′(x) = xᵐ(1−x)ᵐ/B.

This is positive for 0 < x < 1. By the mean value theorem, a continuous function on [0,1] with positive derivative in the interior is strictly increasing on all of [0,1]; the endpoint slopes don't matter. The Lean proof does the same: `strictMonoOn_of_deriv_pos` asks for continuity on the interval and a positive derivative in its interior. `Icc 0 1` is the closed interval, and `StrictMonoOn` says that x < y implies p(x) < p(y) for x and y in it.

```lean
/-- The slope of the purification map at `x` is `x^m (1-x)^m / B`. -/
theorem purify_hasDerivAt (m : ℕ) (x : ℝ) :
    HasDerivAt (purify m) (x ^ m * (1 - x) ^ m / purifyNorm m) x :=
  ((weight_continuous m).integral_hasStrictDerivAt 0 x).hasDerivAt.div_const (purifyNorm m)

/-- The purification map preserves the strict order of occupations in `[0,1]`. -/
theorem purify_strictMonoOn (m : ℕ) : StrictMonoOn (purify m) (Icc 0 1) := by
  apply strictMonoOn_of_deriv_pos (convex_Icc 0 1)
  · exact fun x _ => (purify_hasDerivAt m x).continuousAt.continuousWithinAt
  · intro x hx
    rw [interior_Icc] at hx
    rw [(purify_hasDerivAt m x).deriv]
    exact div_pos (weight_pos m hx) (purifyNorm_pos m)
```

Q: And the nearly filled orbitals?

A: They are handled by exchanging particles and holes. Substitute s = 1−t and use the symmetry of w:

∫₀^(1−x) w(t) dt = ∫ₓ¹ w(1−s) ds = ∫ₓ¹ w(s) ds.

Adding the integral from 0 to x gives

∫₀ˣ w(t) dt + ∫ₓ¹ w(t) dt = B.

Dividing by B yields p(x) + p(1−x) = 1. In the proof, `h1` is the substitution and `h2` joins the two intervals. The identity holds for every real x, because the integral is signed and its limits may lie in any order.

```lean
/-- Particle-hole symmetry: purifying the hole occupation `1 - x` gives `1 - p(x)`. -/
theorem purify_one_sub (m : ℕ) (x : ℝ) : purify m (1 - x) = 1 - purify m x := by
  have hB : purifyNorm m ≠ 0 := (purifyNorm_pos m).ne'
  -- substitute t ↦ 1 - t in the integral
  have h1 := intervalIntegral.integral_comp_sub_left (a := x) (b := 1) (weight m) 1
  simp only [weight_symm, sub_self] at h1
  -- join the intervals [0,x] and [x,1]
  have h2 : (∫ t in (0 : ℝ)..x, weight m t) + (∫ t in x..1, weight m t) = purifyNorm m :=
    intervalIntegral.integral_add_adjacent_intervals
      ((weight_continuous m).intervalIntegrable 0 x)
      ((weight_continuous m).intervalIntegrable x 1)
  unfold purify
  rw [← h1, eq_sub_iff_add_eq, ← add_div, div_eq_one_iff_eq hB]
  linarith
```

At x = 1/2 this gives p(1/2) = 1/2. Together with monotonicity, an occupation in [0,1] that starts below one half stays below it, and one that starts above stays above.

Q: Can an iterate leave [0,1]?

A: Not if it starts there. We have p(0) = 0 and p(1) = 1, and p is increasing in between. `purify_mem` says this, and the iteration needs it, since the next bound is stated only on [0,1].

```lean
/-- Occupations in `[0,1]` stay in `[0,1]` under purification. -/
lemma purify_mem (m : ℕ) {x : ℝ} (hx : x ∈ Icc (0 : ℝ) 1) :
    purify m x ∈ Icc (0 : ℝ) 1 := by
  have h0 : purify m 0 = 0 := by simp [purify]
  have h1 : purify m 1 = 1 := div_self (purifyNorm_pos m).ne'
  have hmono := (purify_strictMonoOn m).monotoneOn
  constructor
  · rw [← h0]
    exact hmono (left_mem_Icc.2 zero_le_one) hx hx.1
  · rw [← h1]
    exact hmono hx (right_mem_Icc.2 zero_le_one) hx.2
```

Q: Then show me that small occupations are really suppressed.

A: For 0 ≤ t ≤ x ≤ 1 the hole factor (1−t)ᵐ is at most 1. Hence

∫₀ˣ tᵐ(1−t)ᵐ dt ≤ ∫₀ˣ tᵐ dt = x^(m+1)/(m+1).

Dividing by the positive B gives

p(x) ≤ K x^(m+1).

The `calc` block has these two steps: `integral_mono_on` compares the integrands, and `integral_pow` evaluates the second integral. For m = 1 the bound is 3x², so 0.1 goes to at most 0.03.

```lean
/-- On `[0,1]` the purified occupation is at most `x^(m+1) / ((m+1) B)`. -/
theorem purify_le (m : ℕ) {x : ℝ} (hx : x ∈ Icc (0 : ℝ) 1) :
    purify m x ≤ x ^ (m + 1) / (((m : ℝ) + 1) * purifyNorm m) := by
  have hB := purifyNorm_pos m
  have h : (∫ t in (0 : ℝ)..x, weight m t) ≤ x ^ (m + 1) / ((m : ℝ) + 1) := by
    calc (∫ t in (0 : ℝ)..x, weight m t) ≤ ∫ t in (0 : ℝ)..x, t ^ m := by
          apply intervalIntegral.integral_mono_on hx.1
            ((weight_continuous m).intervalIntegrable 0 x)
            ((continuous_pow m).intervalIntegrable 0 x)
          intro t ht
          -- the hole factor (1-t)^m is at most one
          exact mul_le_of_le_one_right (pow_nonneg ht.1 m)
            (pow_le_one₀ (by linarith [ht.2, hx.2]) (by linarith [ht.1]))
      _ = x ^ (m + 1) / ((m : ℝ) + 1) := by
          rw [integral_pow]
          simp
  unfold purify
  rw [← div_div]
  exact (div_le_div_iff_of_pos_right hB).2 h
```

The main theorem collects the four statements for an arbitrary m: B is positive, p is strictly increasing on [0,1], p(1−x) = 1 − p(x) for all real x, and the power bound holds on [0,1]. Membership of [0,1] is assumed only in the second and fourth statements.

```lean
/-- For every `m`, the normalisation is positive, and the purification map is strictly
increasing on `[0,1]`, particle-hole symmetric, and bounded there by `x^(m+1) / ((m+1) B)`. -/
theorem higher_order_purification (m : ℕ) :
    0 < purifyNorm m ∧
    StrictMonoOn (purify m) (Icc 0 1) ∧
    (∀ x : ℝ, purify m (1 - x) = 1 - purify m x) ∧
    (∀ x ∈ Icc (0 : ℝ) 1,
      purify m x ≤ x ^ (m + 1) / (((m : ℝ) + 1) * purifyNorm m)) :=
  ⟨purifyNorm_pos m, purify_strictMonoOn m, purify_one_sub m, fun _ hx => purify_le m hx⟩
```

Q: What I monitor in a calculation is the idempotency error, not x itself.

A: For one eigenvalue that error is x(1−x), which vanishes exactly at 0 and 1. Apply the power bound at x and at 1−x:

p(x) ≤ K x^(m+1),  1 − p(x) = p(1−x) ≤ K (1−x)^(m+1).

All these quantities are nonnegative, so the inequalities may be multiplied:

p(x)(1−p(x)) ≤ K² (x(1−x))^(m+1).

In Lean, `ha` and `hb` are the two bounds, and `mul_le_mul` multiplies them. For m = 1 the new error is at most 9 times the square of the old one. That guarantees an improvement only when the old error is nonzero and below 1/9. It can't guarantee one everywhere, because x = 1/2 is a fixed point.

```lean
/-- For `x` in `[0,1]`, one purification step bounds the new idempotency error `p(1-p)` by a
constant times the power `m+1` of the old error `x(1-x)`. -/
theorem idempotency_error_le (m : ℕ) {x : ℝ} (hx : x ∈ Icc (0 : ℝ) 1) :
    purify m x * (1 - purify m x) ≤
      (x * (1 - x)) ^ (m + 1) / (((m : ℝ) + 1) * purifyNorm m) ^ 2 := by
  have hp := purify_mem m hx
  have ha := purify_le m hx
  -- the same bound for the hole occupation
  have hb := purify_le m (x := 1 - x) ⟨by linarith [hx.2], by linarith [hx.1]⟩
  rw [purify_one_sub] at hb
  calc purify m x * (1 - purify m x)
      ≤ (x ^ (m + 1) / (((m : ℝ) + 1) * purifyNorm m)) *
        ((1 - x) ^ (m + 1) / (((m : ℝ) + 1) * purifyNorm m)) :=
        mul_le_mul ha hb (sub_nonneg.2 hp.2) (hp.1.trans ha)
    _ = _ := by rw [div_mul_div_comm, mul_pow, sq]
```

Q: One step is not a calculation. What happens after n of them?

A: Let y₀ = x and yₖ₊₁ = p(yₖ). The one-step bound gives

K yₖ₊₁ᵐ ≤ K (K yₖ^(m+1))ᵐ = K^(m+1) yₖ^(m(m+1)) = (K yₖᵐ)^(m+1).

So each step raises the scaled quantity K yᵐ to at most its power m+1. At n = 0 the claim is an equality, and induction gives

K yₙᵐ ≤ (K xᵐ)^((m+1)ⁿ).

Lean writes yₙ as `(purify m)^[n] x`, the n-fold iterate and not a power. In the proof, `hmem` keeps every iterate in [0,1], `hstep` is the one-step bound, and the final `calc` follows the display above and then inserts the induction hypothesis.

```lean
/-- After `n` purification steps the occupation `y` reached from `x` in `[0,1]` satisfies `K y^m ≤
(K x^m)^((m+1)^n)`, where `K = 1 / ((m+1) B)`. -/
theorem iterate_purify_le (m n : ℕ) {x : ℝ} (hx : x ∈ Icc (0 : ℝ) 1) :
    gain m * ((purify m)^[n] x) ^ m ≤ (gain m * x ^ m) ^ ((m + 1) ^ n) := by
  have hB := purifyNorm_pos m
  have hK : 0 ≤ gain m := by
    unfold gain
    positivity
  have hmem : ∀ k : ℕ, (purify m)^[k] x ∈ Icc (0 : ℝ) 1 := by
    intro k
    induction k with
    | zero => exact hx
    | succ k ih =>
      rw [Function.iterate_succ_apply']
      exact purify_mem m ih
  induction n with
  | zero => simp
  | succ n ih =>
    rw [Function.iterate_succ_apply']
    have hy := hmem n
    generalize (purify m)^[n] x = y at ih hy ⊢
    have hstep : purify m y ≤ gain m * y ^ (m + 1) := by
      have h := purify_le m hy
      rwa [div_eq_mul_one_div, mul_comm] at h
    -- one step takes the scaled quantity K y^m to at most its power m+1
    calc gain m * (purify m y) ^ m
        ≤ gain m * (gain m * y ^ (m + 1)) ^ m :=
          mul_le_mul_of_nonneg_left (pow_le_pow_left₀ (purify_mem m hy).1 hstep m) hK
      _ = (gain m * y ^ m) ^ (m + 1) := by ring
      _ ≤ ((gain m * x ^ m) ^ ((m + 1) ^ n)) ^ (m + 1) :=
          pow_le_pow_left₀ (mul_nonneg hK (pow_nonneg hy.1 m)) ih (m + 1)
      _ = (gain m * x ^ m) ^ ((m + 1) ^ (n + 1)) := by
          rw [← pow_mul, ← pow_succ]

end

end HigherOrderPurification
```

Q: So everything below one half goes to zero?

A: This inequality doesn't say that. For m ≥ 1 it forces yₙ to zero when K xᵐ < 1, and then very fast. For m = 1 the condition is x < 1/3. Between 1/3 and 1/2 the McWeeny map still lowers the occupation, but the estimate is too weak to show it. For nearly filled orbitals, apply the estimate to 1−x; the symmetry carries over from step to step.

Q: Then what may I take back to my linear-scaling code?

A: For a mean-field density matrix in an orthonormal basis, with all initial eigenvalues in [0,1] and exact arithmetic, you have an order-preserving map and an explicit error bound for each eigenvalue. For m ≥ 1 the threshold is fixed at 1/2, and the map changes eigenvalues but not eigenvectors. So the initial matrix must already have the right orbitals as eigenvectors, with the occupied ones above 1/2 and the empty ones below. A decreasing linear function of the mean-field Hamiltonian does this if it takes the value 1/2 at a chemical potential inside the gap. The map does not hold the electron number fixed along the way. Truncation of small matrix elements, which is what makes the cost scale linearly, is not modelled, and neither is the number of matrix multiplications that a given m requires.

```lean
#print axioms HigherOrderPurification.higher_order_purification
-- 'HigherOrderPurification.higher_order_purification' depends on axioms: [propext, Classical.choice, Quot.sound]
#print axioms HigherOrderPurification.idempotency_error_le
-- 'HigherOrderPurification.idempotency_error_le' depends on axioms: [propext, Classical.choice, Quot.sound]
#print axioms HigherOrderPurification.iterate_purify_le
-- 'HigherOrderPurification.iterate_purify_le' depends on axioms: [propext, Classical.choice, Quot.sound]
```
